# Affine defect formation energies take their extremes at corners of a nonempty, bounded chemical-potential window with finitely many competing phases

## Growth conditions and the energy of a defect

The energy needed to form a vacancy or an impurity in a crystal depends on the growth conditions, because atoms are exchanged with reservoirs. These conditions are described by the chemical potentials $\mu_i$ of the elements, measured from their elemental reference phases. They are limited: if they are too high in some combination, another phase precipitates. Within the allowed region, where is a given defect cheapest?

Let there be $n$ elements and finitely many competing phases $j$. Phase $j$ has composition vector $c_j\in\mathbb R^n$, counting atoms per formula unit, and formation energy $h_j$ per formula unit. It does not precipitate as long as $\langle\mu,c_j\rangle=\sum_i\mu_i c_{j,i}\le h_j$. The stability window is
$$W=\{\mu\in\mathbb R^n:\langle\mu,c_j\rangle\le h_j\text{ for all }j\}.$$
Equality means that phase $j$ is in equilibrium with the reservoirs; the constraint is then called active. The pure elements enter as the constraints $\mu_i\le 0$. The host crystal must be in equilibrium, and its equality is entered as two opposite inequalities, one with $(c,h)$ and one with $(-c,-h)$.

A defect that takes $q_i$ atoms of element $i$ from the reservoirs has formation energy
$$E(\mu)=E_0-\langle q,\mu\rangle .$$
Here $q$ is not the charge of the defect, for which the letter is often used. A vacancy has $q_i=-1$ for the missing element. The constant $E_0$ collects the total energies, the elemental references and, for a charged defect, the charge term at a given Fermi level.

## Corners are enough

A corner is a point of $W$ at which the vectors $c_j$ of the active constraints span $\mathbb R^n$. If $W$ is nonempty and bounded, then for every $E_0$ and every real vector $q$ some corner $p$ satisfies $E(p)\le E(\mu)$ for all $\mu\in W$. The minimum may also be attained elsewhere, for instance along an edge.

In Lean, the elements are the finite index type `ι`, the phases are the type `J` with `[Finite J]`, and `μ ⬝ᵥ c j` is $\langle\mu,c_j\rangle$. The set $W$ is `window c h`, the energy is `defectEnergy E₀ q μ`, and `IsCorner c h p` contains both membership in the window and the spanning condition. The theorem `exists_corner_min` takes nonemptiness and boundedness as hypotheses. Compositions and $q$ may have any real entries, which is what admits the reversed host inequality.

Boundedness has a physical source. If the host contains every element, its equality together with $\mu_i\le0$ bounds each $\mu_i$ from below. A dopant absent from the host can be made arbitrarily dilute, $\mu_i\to-\infty$, and its window is bounded only if a lower limit is supplied.

The model idealises a real material: each phase has a fixed composition and formation energy, which leaves out solid solutions of variable composition, and $E_0$ is constant. If the Fermi level is found from charge neutrality, it changes with $\mu$, and $E$ is in general no longer affine. For defect calculations in electronic-structure theory, the result means that at fixed charge state and Fermi level the range of a formation energy over a bounded window can be read off at the corners.

## The derivation

**A free direction.** Suppose the active vectors at $\mu\in W$ do not span $\mathbb R^n$. Their span is a proper subspace, so there is a vector $d\neq0$ orthogonal to all of them.

**Room on both sides.** For an active constraint, $\langle\mu\pm td,c_j\rangle=h_j$ for every $t$. An inactive constraint has slack $s_j=h_j-\langle\mu,c_j\rangle>0$ and remains satisfied as long as $t\,|\langle d,c_j\rangle|\le s_j$. There are finitely many constraints, so one $t>0$ serves them all, and both $\mu+td$ and $\mu-td$ lie in $W$.

**The farthest minimiser.** The window is closed and bounded, hence compact, and the continuous function $E$ has a minimum on it. The minimisers form a nonempty compact set. Let $p$ be one with the largest $\langle p,p\rangle$, and suppose that $p$ is not a corner. With $d$ and $t$ as above,
$$E(p\pm td)=E(p)\mp t\langle q,d\rangle .$$
Neither value can lie below the minimum $E(p)$, so $\langle q,d\rangle=0$ and both displaced points are minimisers. But
$$\langle p+td,p+td\rangle+\langle p-td,p-td\rangle=2\langle p,p\rangle+2t^2\langle d,d\rangle>2\langle p,p\rangle ,$$
so one of them is farther from the origin than $p$. This contradicts the choice of $p$, which is therefore a corner.

**Maximum, bounds and number of corners.** Applying the result to $-E$ gives a corner at which $E$ is largest. A lower bound $b\le E$ holds throughout a bounded window exactly when it holds at all corners. If two corners $\mu,\nu$ have the same active constraints, then $\mu-\nu$ is orthogonal to a spanning set, hence to itself, and $\mu=\nu$. There are finitely many sets of active constraints, so there are finitely many corners.

## A binary compound and a half-plane

For a compound AB with formation energy $h<0$ and no competitors but the elements, the window is the segment $\mu_A+\mu_B=h$, $\mu_A,\mu_B\le0$. Its corners are $(0,h)$, the A-rich limit, and $(h,0)$, the A-poor limit. Between them only the host constraints are active, and $\pm(1,1)$ do not span the plane. A vacancy on the A site has $E=E_0+\mu_A$ and is cheapest at the A-poor corner. As $h\to0$ the segment shrinks to a single point, which is still a corner.

Now keep only the constraint $\mu_1\le0$ in the plane. This half-plane is nonempty but has no corner, since a single vector cannot span two dimensions. The energy $E=-\mu_1$ does have a minimum there, attained along the whole line $\mu_1=0$. So boundedness cannot be replaced by the mere existence of a minimum. For a single energy it is not necessary either: the quadrant $\mu_1,\mu_2\le0$ is unbounded, and $-\mu_1-\mu_2$ is smallest at its corner $(0,0)$. For all $q$ at once it is necessary: in an unbounded window some $\mu_i$ is unbounded above or below, and then $E=-\mu_i$ or $E=\mu_i$ has no minimum. In the quadrant, $E=\mu_1$ is an example.

## The Lean file

```lean
import Mathlib

open Matrix Topology

namespace DefectEnergyCorners

noncomputable section

variable {ι J : Type*} [Fintype ι]

/-- The stability window: the chemical potentials `μ` at which no competing phase `j`, with
composition `c j` and formation energy `h j`, precipitates. -/
def window (c : J → ι → ℝ) (h : J → ℝ) : Set (ι → ℝ) :=
  {μ | ∀ j, μ ⬝ᵥ c j ≤ h j}

/-- A corner point: a point of the window at which the compositions of the active constraints
(the phases in equilibrium there) span the whole space. -/
def IsCorner (c : J → ι → ℝ) (h : J → ℝ) (μ : ι → ℝ) : Prop :=
  μ ∈ window c h ∧ Submodule.span ℝ (c '' {j | μ ⬝ᵥ c j = h j}) = ⊤

/-- The formation energy of a defect that takes `q i` atoms of element `i` from the reservoirs,
with `E₀` collecting all terms independent of the chemical potentials. -/
def defectEnergy (E₀ : ℝ) (q μ : ι → ℝ) : ℝ :=
  E₀ - q ⬝ᵥ μ

/-- If a set of composition vectors does not span the space, some nonzero change of the chemical
potentials is orthogonal to all of them. -/
theorem exists_orthogonal_direction {S : Set (ι → ℝ)} (hS : Submodule.span ℝ S ≠ ⊤) :
    ∃ d : ι → ℝ, d ≠ 0 ∧ ∀ v ∈ S, d ⬝ᵥ v = 0 := by
  classical
  obtain ⟨f, hf0, hf⟩ := Submodule.exists_le_ker_of_lt_top _ (lt_top_iff_ne_top.2 hS)
  -- the functional `f` is the scalar product with a vector `d`
  obtain ⟨d, hd⟩ : ∃ d : ι → ℝ, ∀ v, f v = d ⬝ᵥ v := by
    refine ⟨fun i => f (fun j => if i = j then 1 else 0), fun v => ?_⟩
    rw [LinearMap.pi_apply_eq_sum_univ f v]
    exact Finset.sum_congr rfl fun i _ => mul_comm _ _
  refine ⟨d, fun h0 => hf0 ?_, fun v hv => ?_⟩
  · refine LinearMap.ext fun v => ?_
    rw [hd v, h0, zero_dotProduct, LinearMap.zero_apply]
  · rw [← hd v]
    exact LinearMap.mem_ker.1 (hf (Submodule.subset_span hv))

/-- From a point of a window with finitely many constraints one can move a finite distance both
ways along any direction orthogonal to the active compositions without leaving the window. -/
theorem exists_two_sided_move [Finite J] {c : J → ι → ℝ} {h : J → ℝ} {μ d : ι → ℝ}
    (hμ : μ ∈ window c h) (hd : ∀ j, μ ⬝ᵥ c j = h j → d ⬝ᵥ c j = 0) :
    ∃ t : ℝ, 0 < t ∧ μ + t • d ∈ window c h ∧ μ - t • d ∈ window c h := by
  have key : ∀ᶠ t in 𝓝 (0 : ℝ), ∀ j, μ ⬝ᵥ c j + t * (d ⬝ᵥ c j) ≤ h j := by
    rw [Filter.eventually_all]
    intro j
    have hj : μ ⬝ᵥ c j ≤ h j := hμ j
    rcases hj.eq_or_lt with he | hl
    · refine Filter.Eventually.of_forall fun t => ?_
      rw [hd j he, mul_zero, add_zero]
      exact hj
    · -- an inactive constraint has slack
      have hc : Continuous fun t : ℝ => μ ⬝ᵥ c j + t * (d ⬝ᵥ c j) := by fun_prop
      exact ((hc.tendsto 0).eventually_lt_const (by simpa using hl)).mono fun _ ht => ht.le
  obtain ⟨ε, hε, hb⟩ := Metric.eventually_nhds_iff.1 key
  have hp := hb (y := ε / 2) (by
    rw [Real.dist_eq, sub_zero, abs_of_pos (half_pos hε)]; linarith)
  have hm := hb (y := -(ε / 2)) (by
    rw [Real.dist_eq, sub_zero, abs_neg, abs_of_pos (half_pos hε)]; linarith)
  refine ⟨ε / 2, half_pos hε, fun j => ?_, fun j => ?_⟩
  · rw [add_dotProduct, smul_dotProduct, smul_eq_mul]
    exact hp j
  · rw [sub_dotProduct, smul_dotProduct, smul_eq_mul]
    linarith [hm j]

/-- A bounded stability window is compact. -/
theorem isCompact_window {c : J → ι → ℝ} {h : J → ℝ}
    (hb : Bornology.IsBounded (window c h)) : IsCompact (window c h) := by
  refine Metric.isCompact_of_isClosed_isBounded ?_ hb
  have hw : window c h = ⋂ j, {μ | μ ⬝ᵥ c j ≤ h j} := by
    ext μ
    simp [window]
  rw [hw]
  refine isClosed_iInter fun j => isClosed_le ?_ continuous_const
  have hc : Continuous fun μ : ι → ℝ => ∑ i, μ i * c j i := by fun_prop
  exact hc

/-- Corner points suffice: over a nonempty bounded window with finitely many competing phases,
every affine defect formation energy attains its minimum at a corner point. -/
theorem exists_corner_min [Finite J] {c : J → ι → ℝ} {h : J → ℝ}
    (hne : (window c h).Nonempty) (hb : Bornology.IsBounded (window c h))
    (E₀ : ℝ) (q : ι → ℝ) :
    ∃ p, IsCorner c h p ∧ ∀ μ ∈ window c h, defectEnergy E₀ q p ≤ defectEnergy E₀ q μ := by
  have hE : Continuous (defectEnergy E₀ q) := by
    have hc : Continuous fun μ : ι → ℝ => E₀ - ∑ i, q i * μ i := by fun_prop
    exact hc
  have hN : Continuous fun μ : ι → ℝ => μ ⬝ᵥ μ := by
    have hc : Continuous fun μ : ι → ℝ => ∑ i, μ i * μ i := by fun_prop
    exact hc
  have hK := isCompact_window hb
  obtain ⟨m, hm, hmin⟩ := hK.exists_isMinOn hne hE.continuousOn
  rw [isMinOn_iff] at hmin
  -- among all minimisers take the one farthest from the origin
  have hF : IsCompact (window c h ∩ {μ | defectEnergy E₀ q μ ≤ defectEnergy E₀ q m}) :=
    hK.inter_right (isClosed_le hE continuous_const)
  obtain ⟨p, hp, hmax⟩ :=
    hF.exists_isMaxOn ⟨m, hm, le_refl (defectEnergy E₀ q m)⟩ hN.continuousOn
  rw [isMaxOn_iff] at hmax
  have hpm : defectEnergy E₀ q p ≤ defectEnergy E₀ q m := hp.2
  refine ⟨p, ⟨hp.1, ?_⟩, fun μ hμ => hpm.trans (hmin μ hμ)⟩
  by_contra hs
  obtain ⟨d, hd0, hd⟩ := exists_orthogonal_direction hs
  obtain ⟨t, ht, h1, h2⟩ := exists_two_sided_move hp.1 (fun j hj => hd _ ⟨j, hj, rfl⟩)
  have e1 := hmin _ h1
  have e2 := hmin _ h2
  have s1 : defectEnergy E₀ q (p + t • d) = defectEnergy E₀ q p - t * (q ⬝ᵥ d) := by
    simp only [defectEnergy, dotProduct_add, dotProduct_smul, smul_eq_mul]
    ring
  have s2 : defectEnergy E₀ q (p - t • d) = defectEnergy E₀ q p + t * (q ⬝ᵥ d) := by
    simp only [defectEnergy, dotProduct_sub, dotProduct_smul, smul_eq_mul]
    ring
  -- both displaced points are minimisers too, and one of them is farther out
  have f1 : defectEnergy E₀ q (p + t • d) ≤ defectEnergy E₀ q m := by linarith
  have f2 : defectEnergy E₀ q (p - t • d) ≤ defectEnergy E₀ q m := by linarith
  have m1 := hmax (p + t • d) ⟨h1, f1⟩
  have m2 := hmax (p - t • d) ⟨h2, f2⟩
  simp only [add_dotProduct, dotProduct_add, smul_dotProduct, dotProduct_smul,
    smul_eq_mul] at m1
  simp only [sub_dotProduct, dotProduct_sub, smul_dotProduct, dotProduct_smul,
    smul_eq_mul] at m2
  have hdd : 0 < d ⬝ᵥ d :=
    lt_of_le_of_ne (Finset.sum_nonneg fun i _ => mul_self_nonneg (d i))
      (Ne.symm (mt dotProduct_self_eq_zero.1 hd0))
  nlinarith [mul_pos (mul_pos ht ht) hdd]

/-- Over a nonempty bounded window with finitely many competing phases, every affine defect
formation energy also attains its maximum at a corner point. -/
theorem exists_corner_max [Finite J] {c : J → ι → ℝ} {h : J → ℝ}
    (hne : (window c h).Nonempty) (hb : Bornology.IsBounded (window c h))
    (E₀ : ℝ) (q : ι → ℝ) :
    ∃ p, IsCorner c h p ∧ ∀ μ ∈ window c h, defectEnergy E₀ q μ ≤ defectEnergy E₀ q p := by
  obtain ⟨p, hp, hmin⟩ := exists_corner_min hne hb (-E₀) (-q)
  refine ⟨p, hp, fun μ hμ => ?_⟩
  have hle := hmin μ hμ
  simp only [defectEnergy, neg_dotProduct] at hle ⊢
  linarith

/-- In a bounded window with finitely many competing phases, a defect formation energy is at
least `b` everywhere exactly when it is at least `b` at every corner point. -/
theorem bound_iff_corners [Finite J] {c : J → ι → ℝ} {h : J → ℝ}
    (hb : Bornology.IsBounded (window c h)) (E₀ b : ℝ) (q : ι → ℝ) :
    (∀ μ ∈ window c h, b ≤ defectEnergy E₀ q μ) ↔
      ∀ p, IsCorner c h p → b ≤ defectEnergy E₀ q p := by
  refine ⟨fun H p hp => H p hp.1, fun H μ hμ => ?_⟩
  obtain ⟨p, hp, hmin⟩ := exists_corner_min ⟨μ, hμ⟩ hb E₀ q
  exact (H p hp).trans (hmin μ hμ)

/-- At a corner point, the only change of the chemical potentials orthogonal to all active
compositions is zero. -/
theorem IsCorner.eq_zero_of_orthogonal {c : J → ι → ℝ} {h : J → ℝ} {μ d : ι → ℝ}
    (hμ : IsCorner c h μ) (hd : ∀ j, μ ⬝ᵥ c j = h j → d ⬝ᵥ c j = 0) : d = 0 := by
  have hall : ∀ v ∈ Submodule.span ℝ (c '' {j | μ ⬝ᵥ c j = h j}), d ⬝ᵥ v = 0 := by
    intro v hv
    induction hv using Submodule.span_induction with
    | mem x hx =>
      obtain ⟨j, hj, rfl⟩ := hx
      exact hd j hj
    | zero => exact dotProduct_zero d
    | add x y _ _ hx hy => rw [dotProduct_add, hx, hy, add_zero]
    | smul a x _ hx => rw [dotProduct_smul, hx, smul_zero]
  exact dotProduct_self_eq_zero.1 (hall d (by rw [hμ.2]; exact Submodule.mem_top))

/-- A window with finitely many competing phases has only finitely many corner points. -/
theorem finite_corners [Finite J] (c : J → ι → ℝ) (h : J → ℝ) :
    {μ | IsCorner c h μ}.Finite := by
  -- a corner is determined by its set of active constraints
  refine Set.Finite.of_finite_image (f := fun μ : ι → ℝ => {j | μ ⬝ᵥ c j = h j})
    (Set.toFinite _) ?_
  intro μ hμ ν _ heq
  have hact : {j | μ ⬝ᵥ c j = h j} = {j | ν ⬝ᵥ c j = h j} := heq
  have hcorner : IsCorner c h μ := hμ
  refine sub_eq_zero.1 (hcorner.eq_zero_of_orthogonal fun j hj => ?_)
  have hj' : ν ⬝ᵥ c j = h j := (Set.ext_iff.1 hact j).1 hj
  rw [sub_dotProduct, hj, hj', sub_self]

/-- The half-plane in which the first of two chemical potentials is at most zero is a nonempty
window without any corner point. -/
theorem halfplane_no_corner :
    (window (fun _ : Unit => ![(1 : ℝ), 0]) (fun _ => 0)).Nonempty ∧
      ∀ μ, ¬ IsCorner (fun _ : Unit => ![(1 : ℝ), 0]) (fun _ => 0) μ := by
  refine ⟨⟨0, fun j => by simp⟩, fun μ hμ => ?_⟩
  have h0 : ![(0 : ℝ), 1] = 0 :=
    hμ.eq_zero_of_orthogonal fun j _ => by simp [dotProduct, Fin.sum_univ_two]
  have h1 := congrFun h0 1
  simp at h1

end

end DefectEnergyCorners
```

```lean
#print axioms DefectEnergyCorners.exists_corner_max
-- 'DefectEnergyCorners.exists_corner_max' depends on axioms: [propext, Classical.choice, Quot.sound]
#print axioms DefectEnergyCorners.bound_iff_corners
-- 'DefectEnergyCorners.bound_iff_corners' depends on axioms: [propext, Classical.choice, Quot.sound]
#print axioms DefectEnergyCorners.finite_corners
-- 'DefectEnergyCorners.finite_corners' depends on axioms: [propext, Classical.choice, Quot.sound]
#print axioms DefectEnergyCorners.halfplane_no_corner
-- 'DefectEnergyCorners.halfplane_no_corner' depends on axioms: [propext, Classical.choice, Quot.sound]
```

## From the geometric argument to the Lean proof

`exists_orthogonal_direction` supplies the free direction. Mathlib provides a nonzero linear functional `f` that vanishes on the proper subspace. Its values on the standard basis vectors are the components of `d`, so that `f v = d ⬝ᵥ v`.

`exists_two_sided_move` replaces the explicit choice of $t$ by continuity. Each constraint holds for all step lengths sufficiently near zero: trivially if it is active, by its slack if it is not. `Filter.eventually_all` combines these statements, and this is where the finiteness of `J` enters. The result is a radius `ε`, and the proof takes $t=\varepsilon/2$ in both directions.

`isCompact_window` writes the window as an intersection of closed half-spaces and adds boundedness.

In `exists_corner_min`, compactness is used twice, first for a minimiser `m` and then for the farthest point `p` among those with energy at most that of `m`. After `by_contra`, `exists_orthogonal_direction` gives `d` and `exists_two_sided_move` gives `t`. The identities `s1` and `s2` are the energies of the displaced points, and `f1` and `f2` say that these points are again minimisers. The inequalities `m1` and `m2` state that neither is farther out than `p`. The closing `nlinarith` adds them and finds the contradiction with $t^2\langle d,d\rangle>0$.

`exists_corner_max` calls this theorem with `-E₀` and `-q`. `bound_iff_corners` needs no nonemptiness hypothesis, because a point at which the bound is to be checked already shows that the window is nonempty.

`IsCorner.eq_zero_of_orthogonal` extends orthogonality from the active vectors to their span by induction, and then applies it to `d` itself. `finite_corners` uses it to show that the map from corners to active sets is injective; this needs no boundedness. `halfplane_no_corner` uses it with $d=(0,1)$: a corner would force this vector to be zero.
